# An even stencil on the offsets 0, ±1, ±3 with zero sum, second moment 2 and zero fourth moment

A finite-difference stencil, such as one uses to put the kinetic energy on a grid, is here a finitely supported real function on the integers, and its `k`-th moment is the sum of each weight times the `k`-th power of its offset. The stencil in question has weight −20/9 at 0, 9/8 at ±1 and −1/72 at ±3. The theorem says that it is even, that its weights sum to zero, that its second moment is 2 and that its fourth moment is zero; it says nothing about derivatives or an error bound. The attempt proves evenness by comparing weights at `j` and `-j`, and leaves each of the three moments to one call of `norm_num`, which is given the definition of the stencil and the rules for the moment of a sum and of a single weight.

As first written in Lean, the proof fails:

```lean
import Mathlib

open Polynomial

namespace WideStencilFourthMoment

noncomputable section

/-- The `k`-th moment `∑ c_j j^k` of a finite stencil `c` on the integer grid. -/
def moment (c : ℤ →₀ ℝ) (k : ℕ) : ℝ := c.sum fun j w => w * (j : ℝ) ^ k

/-- Moments are additive in the stencil. -/
lemma moment_add (c d : ℤ →₀ ℝ) (k : ℕ) :
    moment (c + d) k = moment c k + moment d k :=
  Finsupp.sum_add_index' (by simp) (by intros; ring)

/-- A single weight `w` at offset `j` has `k`-th moment `w j^k`. -/
lemma moment_single (j : ℤ) (w : ℝ) (k : ℕ) :
    moment (Finsupp.single j w) k = w * (j : ℝ) ^ k :=
  Finsupp.sum_single_index (by simp)

/-- An even stencil on the offsets `0, ±1, ±3` with negative outer weights. -/
def wideStencil : ℤ →₀ ℝ :=
  Finsupp.single 0 (-20 / 9) + (Finsupp.single 1 (9 / 8) + Finsupp.single (-1) (9 / 8))
    + (Finsupp.single 3 (-1 / 72) + Finsupp.single (-3) (-1 / 72))

/-- The wide stencil is even and has zero sum, second moment 2 and fourth moment zero. -/
theorem wideStencil_fourth_moment :
    (∀ j, wideStencil (-j) = wideStencil j) ∧ moment wideStencil 0 = 0 ∧
      moment wideStencil 2 = 2 ∧ moment wideStencil 4 = 0 := by
  refine ⟨fun j => ?_, ?_, ?_, ?_⟩
  · have e0 : (0 = -j) ↔ (0 = j) := by omega
    have e1 : (1 = -j) ↔ (-1 = j) := by omega
    have e2 : (-1 = -j) ↔ (1 = j) := by omega
    have e3 : (3 = -j) ↔ (-3 = j) := by omega
    have e4 : (-3 = -j) ↔ (3 = j) := by omega
    simp only [wideStencil, Finsupp.add_apply, Finsupp.single_apply, e0, e1, e2, e3, e4]
    ring
  all_goals norm_num [wideStencil, moment_add, moment_single]

end

end WideStencilFourthMoment
```

The compiler's answer:

```
Main.lean:30:61: error: unsolved goals
case refine_2
⊢ moment (-fun₀ | 0 => 20 / 9) 0 + 9 / 4 + (moment (-fun₀ | 3 => 1 / 72) 0 + moment (-fun₀ | -3 => 1 / 72) 0) = 0

case refine_3
⊢ moment (-fun₀ | 0 => 20 / 9) 2 + 9 / 4 + (moment (-fun₀ | 3 => 1 / 72) 2 + moment (-fun₀ | -3 => 1 / 72) 2) = 2

case refine_4
⊢ moment (-fun₀ | 0 => 20 / 9) 4 + 9 / 4 + (moment (-fun₀ | 3 => 1 / 72) 4 + moment (-fun₀ | -3 => 1 / 72) 4) = 0
```

The change, after which it compiles:

```diff
@@ -37,5 +37,7 @@
     simp only [wideStencil, Finsupp.add_apply, Finsupp.single_apply, e0, e1, e2, e3, e4]
     ring
-  all_goals norm_num [wideStencil, moment_add, moment_single]
+  all_goals
+    simp only [wideStencil, moment_add, moment_single]
+    norm_num
 
 end
```

Diagnosis. The three unsolved goals are the three moment claims, and they fail in the same way. In each, the weights at ±1 have been evaluated and added to 9/4, but the negative weights are stuck in terms such as `moment (-fun₀ | 0 => 20 / 9) 0`. Besides the lemmas it is given, `norm_num` uses Lean's default simplification rules, and here the minus sign has been moved from the weight to the front of the whole single-point function. The lemma `moment_single` expects `moment (Finsupp.single j w) k`, so it doesn't match the moment of a negated function, and the file has no lemma for the moment of a negative.

The repair separates the two jobs. `simp only` uses just the three listed names, so the minus signs stay inside the weights and `moment_single` applies to every term. What remains is arithmetic with explicit numbers, which the plain `norm_num` then finishes.
